# On three sinc-DVR points, the ground state is odd exactly when the central barrier exceeds 15/4 (ħ = m = grid spacing = 1)

A particle moves on a line with a barrier between two equivalent wells. Represent it by three grid points, one in each well and one on the barrier, and let the barrier be so high that the amplitude on the middle point vanishes. Two points remain, with a Hamiltonian

$$
\begin{pmatrix} a & s\\ s & a\end{pmatrix},
$$

where $a$ is the energy of an end point and $s$ is the matrix element between the two ends. The even combination has energy $a+s$ and the odd one $a-s$. In the sinc discrete variable representation (DVR) the kinetic energy couples second neighbours with a positive sign, $s=1/4$ in the units below, so the odd combination lies lower.

For a continuous, mirror-symmetric confining potential the ground state is even and has no node. The odd ground state is therefore an artefact of the grid. At finite barrier height the even state can lower its energy by using the middle point, and the question is when this is enough.

## The barrier height at which the levels cross

Take $\hbar=m=1$ and unit grid spacing. The kinetic matrix on three points has $\pi^2/6$ on the diagonal, $-1$ between neighbours and $1/4$ between the ends. Add the potential $(0,U,0)$ with $U$ real. Then the lowest eigenvalue is simple, with eigenvector $(1,0,-1)/\sqrt2$, if and only if

$$U>\frac{15}{4}.$$

This is a case of a criterion for the mirror-symmetric matrix

$$
H=\begin{pmatrix} a & -t & s\\ -t & a+U & -t\\ s & -t & a\end{pmatrix}
$$

with any real $a,t,s,U$. The odd vector is its simple ground state if and only if

$$s>0\quad\text{and}\quad t^2<s(U+s).$$

Three letters need care: $a$ is an energy and not the grid spacing, $t$ is minus the neighbour entry and not a time, and $U$ is a one-particle potential and not an interaction between particles.

## Codes that expect an even lowest state

A program may diagonalise only the even-parity block to find the ground state, or label the members of a tunnelling doublet by their order in energy. For one particle on this three-point sinc grid, both habits fail once $U>15/4$: the lowest level is then in the odd block.

The criterion also gives a quick check on the sign of the second-neighbour kinetic entry. Diagonalising the three-point matrix should give an even lowest vector at $U=3.5$ and an odd one at $U=4$. If the end-to-end entry has been entered as $-1/4$, or left out, the odd vector is never the simple ground state. In particular, a three-point finite-difference Hamiltonian with nearest-neighbour coupling does not show this artefact.

For grid spacing $h$ and mass $m$, all kinetic entries scale by $\hbar^2/(mh^2)$, and the threshold becomes $15\hbar^2/(4mh^2)$.

## Comparing the even and odd levels

**The odd level.** Acting on $(1,0,-1)$, the matrix gives $a-s$ in the first component, $-t+t=0$ in the second and $s-a$ in the third. The vector is an eigenvector with eigenvalue $a-s$ for every $U$, because it vanishes on the barrier point.

**Energies measured from the odd level.** Let $w=(w_0,w_1,w_2)$ be any real vector and put $p=w_0+w_2$. Expanding the quadratic form, which is the energy when $w$ is normalised, gives

$$
w^{T}Hw=a(w_0^2+w_2^2)+(a+U)w_1^2-2t\,p\,w_1+2s\,w_0w_2 .
$$

Subtracting $(a-s)(w_0^2+w_1^2+w_2^2)$ leaves

$$
Q=s\,p^2-2t\,p\,w_1+(U+s)w_1^2 .
$$

Multiplication by $s$ and completion of the square give

$$
sQ=(s\,p-t\,w_1)^2+\bigl(s(U+s)-t^2\bigr)w_1^2 .
$$

**The conditions suffice.** Suppose $s>0$ and $t^2<s(U+s)$, and let $Hw=Fw$ with $F\le a-s$. Then $Q=(F-a+s)\,w^{T}w\le0$, so $sQ\le0$. Both terms on the right of the last identity are non-negative and must vanish. Hence $w_1=0$, then $p=0$, and $w=w_0(1,0,-1)$. Every eigenvector that is not proportional to the odd one has energy above $a-s$.

**The conditions are necessary.** An even vector $(x,y,x)$ is an eigenvector with eigenvalue $F$ when

$$
(a+s-F)x=t\,y,\qquad (a+U-F)y=2t\,x .
$$

For $t\ne0$ this leads to the secular equation $(a+s-F)(a+U-F)=2t^2$, with eigenvector $(t,\,a+s-F,\,t)$. The lower root is

$$
F=a+\frac{s+U-r}{2},\qquad r=\sqrt{(s-U)^2+8t^2}.
$$

Suppose this root lies above the odd level, $F>a-s$. Then $0\le r<3s+U$, and squaring gives

$$
8t^2<(3s+U)^2-(s-U)^2=8s(U+s),
$$

which is the second condition. If $s$ were not positive, $3s+U>0$ would give $U+s>-2s\ge0$, so $s(U+s)\le0\le t^2$, a contradiction. Thus $s>0$ as well. Hence, if either condition fails, an even eigenvector lies at or below the odd level, and the odd vector is not the simple ground state.

For $t=0$ the middle point decouples. If $s\le0$, the even vector $(1,0,1)$ has energy $a+s\le a-s$. If $s>0$ but $U+s\le0$, the vector $(0,1,0)$ has energy $a+U\le a-s$.

**The sinc values.** With $t=1$ and $s=1/4$ the second condition reads $1<\tfrac14(U+\tfrac14)$, that is, $U>15/4$. At $U=15/4$ the normalised even vector $(2,1,2)/3$ has the same energy, $\pi^2/6-1/4$, as the odd one. The trace then puts the third level at $\pi^2/6+17/4$, so the degenerate pair is the lowest.

## Lean source for the three-point criterion

```lean
import Mathlib

open Matrix

namespace SincDVRBarrier

noncomputable section

/-- Mirror-symmetric three-point Hamiltonian with end energies `a`, centre energy `a + U`,
neighbour entries `-t` and end-to-end entry `s`. -/
def threePoint (a t s U : ℝ) : Matrix (Fin 3) (Fin 3) ℝ :=
  !![a, -t, s; -t, a + U, -t; s, -t, a]

/-- The odd vector `(1, 0, -1)`. -/
def oddState : Fin 3 → ℝ := ![1, 0, -1]

/-- The vector `v` is a nonzero eigenvector of `H`, and every eigenvector that is not
proportional to `v` has a strictly larger eigenvalue. -/
def IsSimpleGround (H : Matrix (Fin 3) (Fin 3) ℝ) (v : Fin 3 → ℝ) : Prop :=
  v ≠ 0 ∧ ∃ E : ℝ, H *ᵥ v = E • v ∧
    ∀ (F : ℝ) (w : Fin 3 → ℝ), H *ᵥ w = F • w → (∀ c : ℝ, w ≠ c • v) → E < F

/-- The sinc-DVR kinetic matrix on three points at unit spacing: `π²/6` on the diagonal and
`(-1)^(i-j)/(i-j)²` off it. -/
def sincKinetic : Matrix (Fin 3) (Fin 3) ℝ :=
  Matrix.of fun i j => if i = j then Real.pi ^ 2 / 6
    else (-1) ^ ((i : ℕ) + (j : ℕ)) / (((i : ℕ) : ℝ) - ((j : ℕ) : ℝ)) ^ 2

/-- The sinc-DVR Hamiltonian with potential `(0, U, 0)`. -/
def sincHamiltonian (U : ℝ) : Matrix (Fin 3) (Fin 3) ℝ :=
  sincKinetic + Matrix.diagonal ![0, U, 0]

/-- The action of the three-point Hamiltonian on a vector, written out by components. -/
theorem threePoint_apply (a t s U x y z : ℝ) :
    threePoint a t s U *ᵥ ![x, y, z] =
      ![a * x - t * y + s * z, -t * x + (a + U) * y - t * z, s * x - t * y + a * z] := by
  ext i
  fin_cases i <;> simp [threePoint, Matrix.mulVec, dotProduct, Fin.sum_univ_succ] <;> ring

/-- The odd vector is an eigenvector with eigenvalue `a - s`, whatever the barrier `U`. -/
theorem odd_eigenvector (a t s U : ℝ) :
    threePoint a t s U *ᵥ oddState = (a - s) • oddState := by
  unfold oddState
  rw [threePoint_apply]
  ext i
  fin_cases i
  · show a * 1 - t * 0 + s * (-1) = (a - s) * 1
    ring
  · show -t * 1 + (a + U) * 0 - t * (-1) = (a - s) * 0
    ring
  · show s * 1 - t * 0 + a * (-1) = (a - s) * (-1)
    ring

/-- For any real vector `w`, with `H` the three-point Hamiltonian, the difference
`w·Hw - (a - s) w·w` depends on `w` only through the sum of its end amplitudes and its centre
amplitude. -/
theorem energy_above_odd (a t s U : ℝ) (w : Fin 3 → ℝ) :
    w ⬝ᵥ (threePoint a t s U *ᵥ w) - (a - s) * (w ⬝ᵥ w) =
      s * (w 0 + w 2) ^ 2 - 2 * t * (w 0 + w 2) * w 1 + (U + s) * (w 1) ^ 2 := by
  simp [threePoint, Matrix.mulVec, dotProduct, Fin.sum_univ_three]
  ring

/-- Each root `F` of the even-sector secular equation gives the relation
`H v = F v` for the even vector `v = (t, a + s - F, t)`. -/
theorem even_eigenvector (a t s U F : ℝ) (h : (a + s - F) * (a + U - F) = 2 * t ^ 2) :
    threePoint a t s U *ᵥ ![t, a + s - F, t] = F • ![t, a + s - F, t] := by
  rw [threePoint_apply]
  ext i
  fin_cases i
  · show a * t - t * (a + s - F) + s * t = F * t
    ring
  · show -t * t + (a + U) * (a + s - F) - t * t = F * (a + s - F)
    linear_combination h
  · show s * t - t * (a + s - F) + a * t = F * t
    ring

/-- Unless `s > 0` and `t² < s (U + s)`, some nonzero even eigenvector lies at or below the
odd level `a - s`. -/
theorem even_competitor (a t s U : ℝ) (h : ¬(0 < s ∧ t ^ 2 < s * (U + s))) :
    ∃ F x y : ℝ, F ≤ a - s ∧ (x ≠ 0 ∨ y ≠ 0) ∧
      threePoint a t s U *ᵥ ![x, y, x] = F • ![x, y, x] := by
  by_cases ht : t = 0
  · -- the centre decouples from the ends
    subst ht
    by_cases hs : s ≤ 0
    · refine ⟨a + s, 1, 0, by linarith, Or.inl one_ne_zero, ?_⟩
      rw [threePoint_apply]
      ext i
      fin_cases i <;> simp
      ring
    · have hs' : 0 < s := not_le.1 hs
      have hU : U + s ≤ 0 := by
        by_contra hc
        exact h ⟨hs', by nlinarith [mul_pos hs' (not_le.1 hc)]⟩
      refine ⟨a + U, 0, 1, by linarith, Or.inr one_ne_zero, ?_⟩
      rw [threePoint_apply]
      ext i
      fin_cases i <;> simp
  · -- the lower root of the even-sector secular equation
    obtain ⟨r, hr0, hr⟩ : ∃ r : ℝ, 0 ≤ r ∧ r ^ 2 = (s - U) ^ 2 + 8 * t ^ 2 :=
      ⟨Real.sqrt ((s - U) ^ 2 + 8 * t ^ 2), Real.sqrt_nonneg _,
        Real.sq_sqrt (by positivity)⟩
    refine ⟨a + (s + U - r) / 2, t, a + s - (a + (s + U - r) / 2), ?_, Or.inl ht,
      even_eigenvector a t s U _ (by linear_combination hr / 4)⟩
    by_contra hc
    have hlt : r < 3 * s + U := by linarith [not_le.1 hc]
    have h1 : t ^ 2 < s * (U + s) := by
      have := mul_pos (sub_pos.2 hlt) (by linarith : 0 < 3 * s + U + r)
      nlinarith [this, hr]
    refine h ⟨?_, h1⟩
    by_contra hs
    have hs' : 0 ≤ -s := by linarith [not_lt.1 hs]
    nlinarith [mul_nonneg hs' (by linarith : 0 ≤ U + s), sq_nonneg t]

/-- The odd vector is the simple ground state exactly when the end-to-end entry `s` is
positive and `t² < s (U + s)`. -/
theorem odd_ground_iff (a t s U : ℝ) :
    IsSimpleGround (threePoint a t s U) oddState ↔ 0 < s ∧ t ^ 2 < s * (U + s) := by
  constructor
  · rintro ⟨_, E, hE, hmin⟩
    have hE' : E = a - s := by
      have h0 := congrFun (hE.symm.trans (odd_eigenvector a t s U)) 0
      simpa [oddState] using h0
    by_contra hc
    obtain ⟨F, x, y, hF, hxy, hw⟩ := even_competitor a t s U hc
    have hlt := hmin F _ hw (by
      -- a nonzero even vector is not a multiple of the odd one
      intro c hcv
      have h0 : x = c * 1 := congrFun hcv 0
      have h1 : y = c * 0 := congrFun hcv 1
      have h2 : x = c * (-1) := congrFun hcv 2
      rcases hxy with hx | hy
      · exact hx (by linarith)
      · exact hy (by linarith))
    linarith
  · rintro ⟨hs, hd⟩
    refine ⟨?_, a - s, odd_eigenvector a t s U, fun F w hw hne => ?_⟩
    · intro h
      have h0 : (1 : ℝ) = 0 := congrFun h 0
      exact one_ne_zero h0
    · by_contra hF
      have hq := energy_above_odd a t s U w
      rw [hw, dotProduct_smul, smul_eq_mul] at hq
      have hn : 0 ≤ w ⬝ᵥ w := Finset.sum_nonneg fun i _ => mul_self_nonneg (w i)
      have hle : s * (w 0 + w 2) ^ 2 - 2 * t * (w 0 + w 2) * w 1
          + (U + s) * (w 1) ^ 2 ≤ 0 := by
        rw [← hq]
        nlinarith [mul_nonneg (sub_nonneg.2 (not_lt.1 hF)) hn]
      -- complete the square
      have hsq : (s * (w 0 + w 2) - t * w 1) ^ 2
          + (s * (U + s) - t ^ 2) * (w 1) ^ 2 ≤ 0 := by
        nlinarith [mul_nonneg hs.le (neg_nonneg.2 hle)]
      have h1 : w 1 = 0 := by
        by_contra h
        have hp : 0 < (w 1) ^ 2 := by positivity
        nlinarith [mul_pos (sub_pos.2 hd) hp, sq_nonneg (s * (w 0 + w 2) - t * w 1)]
      have h2 : w 0 + w 2 = 0 := by
        rw [h1] at hle
        have hp : (w 0 + w 2) ^ 2 ≤ 0 := by
          by_contra h
          nlinarith [mul_pos hs (not_le.1 h)]
        exact (pow_eq_zero_iff two_ne_zero).1 (le_antisymm hp (sq_nonneg _))
      apply hne (w 0)
      ext i
      fin_cases i
      · show w 0 = w 0 * 1
        ring
      · show w 1 = w 0 * 0
        linarith
      · show w 2 = w 0 * (-1)
        linarith

/-- With nearest-neighbour coupling only, the odd vector is never the simple ground state. -/
theorem nearest_neighbour_not_odd (a t U : ℝ) :
    ¬IsSimpleGround (threePoint a t 0 U) oddState := by
  rw [odd_ground_iff]
  exact fun h => lt_irrefl _ h.1

/-- The sinc-DVR Hamiltonian is the three-point Hamiltonian with `a = π²/6`, `t = 1` and
`s = 1/4`. -/
theorem sincHamiltonian_eq (U : ℝ) :
    sincHamiltonian U = threePoint (Real.pi ^ 2 / 6) 1 (1 / 4) U := by
  ext i j
  fin_cases i <;> fin_cases j <;>
    simp [sincHamiltonian, sincKinetic, threePoint, Matrix.diagonal] <;> norm_num

/-- On three sinc-DVR points with potential `(0, U, 0)`, the lowest eigenvalue is simple with
eigenvector proportional to `(1, 0, -1)` if and only if `U > 15/4`. -/
theorem sinc_odd_ground_iff (U : ℝ) :
    IsSimpleGround (sincHamiltonian U) oddState ↔ 15 / 4 < U := by
  rw [sincHamiltonian_eq, odd_ground_iff]
  constructor
  · rintro ⟨_, h⟩
    linarith
  · intro h
    exact ⟨by norm_num, by linarith⟩

/-- At `U = 15/4` the odd vector and the even vector `(2, 1, 2)` are eigenvectors with the
same eigenvalue `π²/6 - 1/4`. -/
theorem sinc_threshold_degenerate :
    sincHamiltonian (15 / 4) *ᵥ oddState = (Real.pi ^ 2 / 6 - 1 / 4) • oddState ∧
    sincHamiltonian (15 / 4) *ᵥ ![2, 1, 2] = (Real.pi ^ 2 / 6 - 1 / 4) • ![2, 1, 2] := by
  rw [sincHamiltonian_eq]
  refine ⟨odd_eigenvector _ _ _ _, ?_⟩
  -- (2, 1, 2) is twice the even eigenvector (t, a + s - F, t)
  rw [threePoint_apply]
  ext i
  fin_cases i <;> simp <;> ring

end

end SincDVRBarrier
```

```lean
#print axioms SincDVRBarrier.nearest_neighbour_not_odd
#print axioms SincDVRBarrier.sinc_odd_ground_iff
#print axioms SincDVRBarrier.sinc_threshold_degenerate
```

```
'SincDVRBarrier.nearest_neighbour_not_odd' depends on axioms: [propext, Classical.choice, Quot.sound]
'SincDVRBarrier.sinc_odd_ground_iff' depends on axioms: [propext, Classical.choice, Quot.sound]
'SincDVRBarrier.sinc_threshold_degenerate' depends on axioms: [propext, Classical.choice, Quot.sound]
```

## How the Lean statements describe the grid

The indices `0`, `1`, `2` of `Fin 3` are the left, middle and right grid points. `threePoint a t s U` is the matrix $H$ above, and `oddState` is the unnormalised vector $(1,0,-1)$. The symbols `*ᵥ`, `⬝ᵥ` and `•` stand for matrix times vector, dot product and number times vector.

`IsSimpleGround H v` says that `v` is a nonzero eigenvector with some eigenvalue `E`, and that every real solution of the eigenvalue equation that is not a multiple of `v` has an eigenvalue `F` with `E < F`. For the real symmetric matrices used here, this is the usual meaning of a non-degenerate ground state.

`sincKinetic` contains the general sinc formula evaluated on three points. Its sign factor has exponent $i+j$, which has the same parity as $i-j$. `sincHamiltonian U` adds the diagonal potential, and `sincHamiltonian_eq` identifies the sum with `threePoint` at $a=\pi^2/6$, $t=1$, $s=1/4$.

The main theorem, `sinc_odd_ground_iff`, is the equivalence with $U>15/4$ for every real $U$, including negative values. It follows from `odd_ground_iff`, which places no restriction on the four real parameters. `nearest_neighbour_not_odd` is the case $s=0$; it excludes a simple odd ground state, while a degenerate one can occur when $t=0$ as well. `sinc_threshold_degenerate` states that the two vectors share an eigenvalue at $U=15/4$.

## From the quadratic form to the checked proof

`threePoint_apply` writes out the matrix action, and `odd_eigenvector` uses it to obtain the level $a-s$. `energy_above_odd` is the formula for $Q$, proved by expanding the sums and calling `ring`.

In `odd_ground_iff`, the direction from the inequalities to the ground state assumes an eigenvalue at or below $a-s$. The step `hle` is $Q\le0$, and `hsq` is the completed square, obtained by multiplying by $s$. The steps `h1` and `h2` then give $w_1=0$ and $w_0+w_2=0$, which makes `w` a multiple of `oddState`.

The other direction uses `even_competitor`, which supplies a nonzero even eigenvector at or below the odd level whenever the inequalities fail. Its proof separates $t=0$ from $t\ne0$. In the second case it takes the lower secular root, with `r` as the square root, and `even_eigenvector` verifies the eigenvector. Comparing components shows that a nonzero even vector is not a multiple of the odd one, so the assumed strict ordering is contradicted.

## Limits of the three-point result

The theorems concern one particle, three points and real numbers without rounding. When $U$ is so close to $15/4$ that the gap between the two lowest levels is comparable with the rounding error, a floating-point eigensolver may return mixtures of the even and odd vectors. Nothing is claimed about larger grids, where further long-range kinetic entries enter.

Two approximations separate this matrix from a physical double well: the wave function is restricted to three sinc functions, and the continuous potential is replaced by its values $(0,U,0)$ at the three grid points. No hypothesis bounds the error of either. The word "artefact" rests on the textbook fact that the continuous ground state has no node, which is used here as background and is not part of the Lean development.
